# Delaying the input of a linear response on a finite time grid shifts its matrix columns one step left

A linear response on a grid of `n` time steps is given by an `n` × `n` matrix `M`, which takes an input signal to an output signal. The entries lie in any ring, and `M` need not be causal. The theorem `mul_delay_apply` says that if the input is first delayed by one step, its last value being dropped, then column `j` of the new response matrix is column `j + 1` of `M`, or zero when `j` is the last step. The proof writes the matrix product as a sum and splits on whether `j + 1 < n`: column `j` of the delay matrix has a single one, in row `j + 1`, in the first case and is zero in the second, so the sum reduces to one term or to none.

An attempt in Lean 4 with a fault in it:

```lean
import Mathlib

open Matrix

namespace MulDelayApply

variable {n : ℕ} {R : Type*} [Ring R]

/-- The delay matrix moves a signal one time step later and drops its last value. -/
def delay (n : ℕ) (R : Type*) [Ring R] : Matrix (Fin n) (Fin n) R :=
  fun i j => if (i : ℕ) = (j : ℕ) + 1 then 1 else 0

/-- Delaying the input of a response moves its columns to the left by one time step. -/
theorem mul_delay_apply (M : Matrix (Fin n) (Fin n) R) (i j : Fin n) :
    (M * delay n R) i j =
      if h : (j : ℕ) + 1 < n then M i ⟨(j : ℕ) + 1, h⟩ else 0 := by
  rw [Matrix.mul_apply]
  by_cases h : (j : ℕ) + 1 < n
  · have e : ∀ b : Fin n, delay n R b j = if b = ⟨(j : ℕ) + 1, h⟩ then 1 else 0 := by
      intro b
      unfold delay
      exact if_congr Fin.ext_iff.symm rfl rfl
    rw [dif_pos h]
    simp [e]
  · have e : ∀ b : Fin n, delay n R b j = 0 := by
      intro b
      have hb := b.isLt
      unfold delay
      exact if_neg (by omega)
    rw [dif_neg h]
    simp [e]

end MulDelayApply
```

The error:

```
Main.lean:22:21: error: Application type mismatch: The argument
  Iff.symm Fin.ext_iff
has type
  @Eq ℕ ↑?m.94 ↑?m.95 ↔ ?m.94 = ?m.95
but is expected to have type
  @Eq ℕ (↑b) (↑j + 1) ↔ b = ⟨↑j + 1, h⟩
in the application
  if_congr (Iff.symm Fin.ext_iff)
```

After these edits no error is left:

```diff
@@ -20,5 +20,5 @@
       intro b
       unfold delay
-      exact if_congr Fin.ext_iff.symm rfl rfl
+      exact if_congr ⟨fun h' => Fin.ext h', fun h' => congrArg Fin.val h'⟩ rfl rfl
     rw [dif_pos h]
     simp [e]
```

Diagnosis. The error is in the first case, where `if_congr` needs a proof that `↑b = ↑j + 1` holds exactly when `b = ⟨↑j + 1, h⟩`. `Fin.ext_iff.symm` says that two elements of `Fin` have equal values exactly when they are equal, which is the right fact. But its left side has the form `↑?m.94 = ↑?m.95`, and to match it Lean must find an element `?m.95` whose value is `↑j + 1`. It can't read that element off the number, and though the right side of the expected statement names it, the match fails before that is put to use.

The repair proves the two directions separately. In the first, the goal `b = ⟨↑j + 1, h⟩` tells `Fin.ext` which two elements are meant, and the hypothesis `h'` then fits, because the value of `⟨↑j + 1, h⟩` is `↑j + 1` by definition. In the second, `congrArg Fin.val h'` takes values on both sides of the equality, and the result fits for the same reason.
